# With Hermitian Hamiltonian H and channel couplings W, the matrix E − H + (i/2)WW† is invertible at real energy E exactly when no eigenstate of H at E is decoupled from all channels

`propagator_exists_iff` concerns a system with finitely many states and finitely many open channels, a Hermitian matrix H and a coupling matrix W that does not depend on energy. It says that at real energy E the matrix E − H + (i/2)WW† has a right inverse, the propagator, if and only if the only vector v with Hv = Ev and W†v = 0 is v = 0. In one direction, the attempt notes that such a v is sent to zero by the matrix, so the inverse forces v = 0. In the other, it supposes that the determinant vanishes and takes a nonzero null vector v, not necessarily normalised. Then `broadening_real` gives ‖W†v‖² = 0, so W†v = 0 and Hv = Ev, and the hypothesis gives v = 0, a contradiction.

As first written in Lean, the proof fails:

```lean
import Mathlib

open Matrix Complex
open scoped ComplexOrder

namespace ResonantScattering

noncomputable section

variable {n m : Type*} [Fintype n] [DecidableEq n] [Fintype m] [DecidableEq m]

/-- The matrix `z - H + (i/2) W W†` of a system with Hamiltonian `H`, coupled by `W` to
open channels, at complex energy `z`. -/
def energyMatrix (H : Matrix n n ℂ) (W : Matrix n m ℂ) (z : ℂ) : Matrix n n ℂ :=
  z • (1 : Matrix n n ℂ) - H + (I / 2) • (W * Wᴴ)

omit [Fintype n] [DecidableEq m] in
/-- The anti-Hermitian part of the energy matrix is made of the coupling to the channels
and the imaginary part of the energy. -/
theorem broadening {H : Matrix n n ℂ} (hH : H.IsHermitian) (W : Matrix n m ℂ) (z : ℂ) :
    I • ((energyMatrix H W z)ᴴ - energyMatrix H W z)
      = W * Wᴴ + ((2 * z.im : ℝ) : ℂ) • (1 : Matrix n n ℂ) := by
  have hI : star (I / 2) = -(I / 2) := by
    rw [Complex.star_def, map_div₀, Complex.conj_I, map_ofNat]
    ring
  have hz : I * (star z - z) = ((2 * z.im : ℝ) : ℂ) := by
    apply Complex.ext <;> simp
    ring
  have hM : (energyMatrix H W z)ᴴ
      = star z • (1 : Matrix n n ℂ) - H + (-(I / 2)) • (W * Wᴴ) := by
    rw [energyMatrix, conjTranspose_add, conjTranspose_sub, conjTranspose_smul,
      conjTranspose_smul, conjTranspose_one, conjTranspose_mul,
      conjTranspose_conjTranspose, hH.eq, hI]
  have h : I • ((energyMatrix H W z)ᴴ - energyMatrix H W z)
      = (-(I * I)) • (W * Wᴴ) + (I * (star z - z)) • (1 : Matrix n n ℂ) := by
    rw [hM, energyMatrix]
    module
  rw [h, hz, Complex.I_mul_I, neg_neg, one_smul]

omit [Fintype n] [DecidableEq m] in
/-- At real energy the anti-Hermitian part of the energy matrix comes from the coupling
to the channels alone. -/
theorem broadening_real {H : Matrix n n ℂ} (hH : H.IsHermitian) (W : Matrix n m ℂ) (E : ℝ) :
    W * Wᴴ = I • ((energyMatrix H W E)ᴴ - energyMatrix H W E) := by
  rw [broadening hH W (E : ℂ)]
  simp

omit [DecidableEq m] in
/-- At real energy `E` the propagator exists exactly when no nonzero eigenvector of `H`
with eigenvalue `E` is decoupled from all channels. -/
theorem propagator_exists_iff {H : Matrix n n ℂ} (hH : H.IsHermitian)
    (W : Matrix n m ℂ) (E : ℝ) :
    (∃ G, energyMatrix H W E * G = 1) ↔
      ∀ v : n → ℂ, H *ᵥ v = (E : ℂ) • v → Wᴴ *ᵥ v = 0 → v = 0 := by
  have hM : ∀ v : n → ℂ, energyMatrix H W E *ᵥ v
      = (E : ℂ) • v - H *ᵥ v + (I / 2) • (W *ᵥ (Wᴴ *ᵥ v)) := by
    intro v
    simp only [energyMatrix, Matrix.add_mulVec, Matrix.sub_mulVec, Matrix.smul_mulVec,
      Matrix.one_mulVec, Matrix.mulVec_mulVec]
  constructor
  · rintro ⟨G, hG⟩ v hv hw
    have h0 : energyMatrix H W E *ᵥ v = 0 := by
      rw [hM, hv, hw, Matrix.mulVec_zero, smul_zero, sub_self, add_zero]
    rw [← Matrix.one_mulVec v, ← mul_eq_one_comm.mp hG, ← Matrix.mulVec_mulVec, h0,
      Matrix.mulVec_zero]
  · intro h
    have hdet : (energyMatrix H W E).det ≠ 0 := by
      intro h0
      obtain ⟨v, hv0, hv⟩ := Matrix.exists_mulVec_eq_zero_iff.mpr h0
      -- a null vector emits no flux, so it is decoupled from the channels
      have hq : star (Wᴴ *ᵥ v) ⬝ᵥ (Wᴴ *ᵥ v) = 0 := by
        rw [Matrix.star_mulVec, conjTranspose_conjTranspose, ← Matrix.dotProduct_mulVec,
          Matrix.mulVec_mulVec, broadening_real hH W E, Matrix.smul_mulVec,
          Matrix.sub_mulVec, hv, sub_zero, dotProduct_smul, Matrix.dotProduct_mulVec,
          ← Matrix.star_mulVec, hv, star_zero, zero_dotProduct, smul_zero]
      have hw : Wᴴ *ᵥ v = 0 := by
        open scoped ComplexOrder in exact dotProduct_star_self_eq_zero.mp
          ((dotProduct_comm _ _).trans hq)
      have he := hM v
      rw [hv, hw, Matrix.mulVec_zero, smul_zero, add_zero] at he
      exact hv0 (h v (sub_eq_zero.mp he.symm).symm hw)
    exact ⟨_, Matrix.mul_nonsing_inv _ (isUnit_iff_ne_zero.mpr hdet)⟩

end

end ResonantScattering
```

The compiler's answer:

```
Main.lean:77:42: error: typeclass instance problem is stuck
  NoZeroDivisors ?m.405

Note: Lean will not try to resolve this typeclass instance problem because the first, second, and third type arguments to `NoZeroDivisors` contain metavariables. These arguments must be fully determined before Lean will try to resolve the typeclass.

Hint: Adding type annotations and supplying implicit arguments to functions can give Lean more information for typeclass resolution. For example, if you have a variable `x` that you intend to be a `Nat`, but Lean reports it as having an unresolved type like `?m`, replacing `x` with `(x : Nat)` can get typeclass resolution un-stuck.
Main.lean:67:48: error: unsolved goals
n : Type u_1
m : Type u_2
inst✝² : Fintype n
inst✝¹ : DecidableEq n
inst✝ : Fintype m
H : Matrix n n ℂ
hH : H.IsHermitian
W : Matrix n m ℂ
E : ℝ
hM : ∀ (v : n → ℂ), energyMatrix H W ↑E *ᵥ v = ↑E • v - H *ᵥ v + (I / 2) • W *ᵥ Wᴴ *ᵥ v
h : ∀ (v : n → ℂ), H *ᵥ v = ↑E • v → Wᴴ *ᵥ v = 0 → v = 0
h0 : (energyMatrix H W ↑E).det = 0
v : n → ℂ
hv0 : v ≠ 0
hv : energyMatrix H W ↑E *ᵥ v = 0
hq : star (Wᴴ *ᵥ v) ⬝ᵥ Wᴴ *ᵥ v = 0
hw : Wᴴ *ᵥ v = 0
⊢ False
Main.lean:66:2: error: unsolved goals
case mpr
n : Type u_1
m : Type u_2
inst✝² : Fintype n
inst✝¹ : DecidableEq n
inst✝ : Fintype m
H : Matrix n n ℂ
hH : H.IsHermitian
W : Matrix n m ℂ
E : ℝ
hM : ∀ (v : n → ℂ), energyMatrix H W ↑E *ᵥ v = ↑E • v - H *ᵥ v + (I / 2) • W *ᵥ Wᴴ *ᵥ v
h : ∀ (v : n → ℂ), H *ᵥ v = ↑E • v → Wᴴ *ᵥ v = 0 → v = 0
hdet : (energyMatrix H W ↑E).det ≠ 0
⊢ ∃ G, energyMatrix H W ↑E * G = 1
Main.lean:78:10: error: unexpected token '('; expected command
```

The fault is one of layout. After `open scoped ComplexOrder in`, the tactic block starts at the column of `exact`, and an argument on a new line must stand to the right of that column. The bracket on the next line stands far to its left, so Lean ends the proof at `.mp` and reports `unexpected token '('`.

The other messages follow. Without its argument, `dotProduct_star_self_eq_zero.mp` is a function where an equation is wanted, and its number type stays unknown, hence the stuck `NoZeroDivisors`. The two `unsolved goals` are there because the steps that would close them come after the break and were never read.

The repair drops the `open scoped` prefix, which the top of the file makes redundant, and puts the argument on the same line as the lemma. It also passes `hq` directly: `hq` already has the form the lemma takes, `star v ⬝ᵥ v = 0`, whereas `dotProduct_comm` would swap the factors. Replacing `by` and `exact` with a plain term is mere tidying.

Fix (accepted with no message):

```diff
@@ -74,7 +74,6 @@
           Matrix.sub_mulVec, hv, sub_zero, dotProduct_smul, Matrix.dotProduct_mulVec,
           ← Matrix.star_mulVec, hv, star_zero, zero_dotProduct, smul_zero]
-      have hw : Wᴴ *ᵥ v = 0 := by
-        open scoped ComplexOrder in exact dotProduct_star_self_eq_zero.mp
-          ((dotProduct_comm _ _).trans hq)
+      have hw : Wᴴ *ᵥ v = 0 :=
+        dotProduct_star_self_eq_zero.mp hq
       have he := hM v
       rw [hv, hw, Matrix.mulVec_zero, smul_zero, add_zero] at he
```
